# Gordon's theorem for exact repetitions: no bound states on a chain whose potential repeats threefold about the origin at arbitrarily large block lengths

To expand the Green function of an infinite tight-binding chain in eigenstates, one must decide whether a discrete sum over bound states stands beside the continuum. For a non-interacting particle on a chain with one orbital per site and the same hopping between all nearest neighbours, the theorem below makes that sum empty whenever the potential has a certain repetition property. Every periodic potential has it, and some aperiodic ones do too.

## The repetition property and the claim

Let $u_n$ be the amplitude on site $n\in\mathbb Z$, $V_n$ the on-site potential and $E$ the energy, with

$$u_{n+1}+u_{n-1}+V_nu_n=Eu_n .$$

The hopping amplitude is $+1$ and sets the unit of energy. The substitution $u_n\to(-1)^nu_n$ gives the convention with hopping $-1$ and leaves all decay properties unchanged.

Suppose there are block lengths $q_k\to\infty$ with

$$V_{n+q_k}=V_n=V_{n-q_k}\qquad(1\le n\le q_k).$$

The potential on the sites $1,\dots,q_k$ then recurs in the adjacent block on each side. The claim is that a solution with $u_n\to0$ as $n\to+\infty$ and as $n\to-\infty$ is identically zero.

The repetition here is exact. Gordon's theorem is also stated for potentials that repeat only approximately, with an error that shrinks fast enough as $q_k$ grows. A cosine potential of nonzero strength and irrational frequency has no exact repetitions at large block lengths. The approximate form covers it only if the frequency is exceptionally well approximated by fractions; for typical irrational frequencies and typical phases a strong cosine potential does have bound states.

## Three blocks with one transfer matrix

Put $\Phi_n=(u_{n+1},u_n)$. The equation at site $n$ reads $u_{n+1}=(E-V_n)u_n-u_{n-1}$, so

$$\Phi_n=A_n\Phi_{n-1},\qquad A_n=\begin{pmatrix}E-V_n&-1\\1&0\end{pmatrix},\qquad \det A_n=1 .$$

Fix one block length $q=q_k$ and let $T=A_q\cdots A_1$, so that $\det T=1$. By the repetition, the same $T$ carries the amplitudes across all three blocks:

$$\Phi_0=T\Phi_{-q},\qquad \Phi_q=T\Phi_0,\qquad \Phi_{2q}=T\Phi_q .$$

With $t=\operatorname{tr}T$, the Cayley-Hamilton theorem gives $T^2=tT-1$. Applied to $\Phi_0$ and to $\Phi_{-q}$, it yields

$$\Phi_{2q}=t\Phi_q-\Phi_0,\qquad \Phi_q=t\Phi_0-\Phi_{-q}.$$

If $|t|\le1$, the first relation gives $\|\Phi_0\|\le\|\Phi_q\|+\|\Phi_{2q}\|$. If $|t|\ge1$, the second gives $\|\Phi_0\|\le|t|\,\|\Phi_0\|\le\|\Phi_q\|+\|\Phi_{-q}\|$. In either case

$$\|\Phi_0\|\le\|\Phi_q\|+\max(\|\Phi_{2q}\|,\|\Phi_{-q}\|).$$

Now let $q=q_k\to\infty$. The right-hand side tends to zero and the left-hand side does not depend on $k$, so $\Phi_0=0$, that is $u_0=u_1=0$. The equation determines $u_{n+1}$ from $u_n$ and $u_{n-1}$, and $u_{n-1}$ from $u_n$ and $u_{n+1}$. Hence $u$ vanishes everywhere.

## An impurity that binds, and a version with two blocks

These two remarks are pencil arguments and have no Lean proof below.

Take $V_0=3/2$ and $V_n=0$ elsewhere. Then $u_n=2^{-|n|}$ solves the equation at $E=5/2$: away from the impurity the neighbours contribute $(2+\tfrac12)u_n$, and at $n=0$ one has $\tfrac12+\tfrac12+\tfrac32=\tfrac52$. This bound state exists although $V_{n+q}=V_n$ holds for $1\le n\le q$ at every $q$. Repetition to the right alone is therefore not enough.

It does become enough if the traces $t_k$ of the block matrices at energy $E$ satisfy $|t_k|\le C$ for all $k$. The first Cayley-Hamilton relation then gives $\|\Phi_0\|\le C\|\Phi_{q_k}\|+\|\Phi_{2q_k}\|$, so a solution that decays on the right is already zero.

## The chain and its potential in Lean

```lean
import Mathlib

open Filter Topology Matrix

namespace GordonChain

/-- The tight-binding equation `u (n+1) + u (n-1) + V n * u n = E * u n` on the infinite chain,
with real or complex potential, energy and amplitudes. -/
def IsSolution (V : ℤ → ℂ) (E : ℂ) (u : ℤ → ℂ) : Prop :=
  ∀ n, u (n + 1) + u (n - 1) + V n * u n = E * u n
```

`IsSolution V E u` is the tight-binding equation at every integer site. Potential, energy and amplitudes are complex, which includes the real potential and real energy of a Hermitian chain.

```lean
/-- The potential on the sites `1, ..., q` is repeated in the block of length `q` to the right
and in the block of length `q` to the left. -/
def RepeatsThrice (V : ℤ → ℂ) (q : ℕ) : Prop :=
  ∀ n : ℤ, 1 ≤ n → n ≤ q → V (n + q) = V n ∧ V (n - q) = V n

/-- A Gordon potential: threefold repetition occurs for a sequence of block lengths that
tends to infinity. -/
def IsGordon (V : ℤ → ℂ) : Prop :=
  ∃ q : ℕ → ℕ, Tendsto q atTop atTop ∧ ∀ k, RepeatsThrice V (q k)
```

`RepeatsThrice V q` is the condition for one block length, and the three occurrences include the block itself. `IsGordon` asks for a sequence of such lengths tending to infinity. The lengths need not increase at each step, and a length zero, for which the condition is empty, does no harm.

## Transfer matrices and their determinant

```lean
/-- The pair of neighbouring amplitudes `(u (n+1), u n)`. -/
def state (u : ℤ → ℂ) (n : ℤ) : Fin 2 → ℂ := ![u (n + 1), u n]

/-- The transfer matrix of one site with on-site potential `v` at energy `E`. -/
def siteMatrix (E v : ℂ) : Matrix (Fin 2) (Fin 2) ℂ := !![E - v, -1; 1, 0]

/-- The transfer matrix across the sites `a+1, ..., a+n`. -/
def transfer (V : ℤ → ℂ) (E : ℂ) (a : ℤ) : ℕ → Matrix (Fin 2) (Fin 2) ℂ
  | 0 => 1
  | n + 1 => siteMatrix E (V (a + n + 1)) * transfer V E a n
```

`state u n` is $\Phi_n$, a pair of neighbouring amplitudes and not a state vector of the whole chain. `siteMatrix E v` is $A_n$ with $v=V_n$. `transfer V E a n` is the product over the sites $a+1,\dots,a+n$, with later sites multiplied from the left, so $T$ is `transfer V E 0 q`.

```lean
variable {V : ℤ → ℂ} {E : ℂ} {u : ℤ → ℂ}

/-- Every transfer matrix has determinant one. -/
theorem det_transfer (a : ℤ) (n : ℕ) : (transfer V E a n).det = 1 := by
  induction n with
  | zero => simp [transfer]
  | succ n ih =>
    rw [transfer, Matrix.det_mul, ih, mul_one]
    simp [siteMatrix, Matrix.det_fin_two]
```

The determinant follows by induction, since each new factor has determinant one.

```lean
/-- The transfer matrix carries the amplitudes of a solution from site `a` to site `a + n`. -/
theorem state_transfer (hu : IsSolution V E u) (a : ℤ) (n : ℕ) :
    state u (a + n) = transfer V E a n *ᵥ state u a := by
  have one_site : ∀ m : ℤ, state u (m + 1) = siteMatrix E (V (m + 1)) *ᵥ state u m := by
    intro m
    have h := hu (m + 1)
    rw [add_sub_cancel_right] at h
    have h' : u (m + 1 + 1) = (E - V (m + 1)) * u (m + 1) - u m := by
      linear_combination h
    unfold state siteMatrix
    rw [h']
    ext i
    fin_cases i <;> simp [Matrix.mulVec, dotProduct, Fin.sum_univ_two]
    ring
  induction n with
  | zero => simp [transfer]
  | succ n ih =>
    have e : a + ((n + 1 : ℕ) : ℤ) = a + n + 1 := by push_cast; ring
    rw [e, one_site, ih, Matrix.mulVec_mulVec]
    rfl
```

The inner statement `one_site` is $\Phi_{m+1}=A_{m+1}\Phi_m$, obtained by solving the equation at site $m+1$ for $u_{m+2}$. Induction on the number of sites then gives the product.

```lean
/-- Two blocks of equal length with the same potential have the same transfer matrix. -/
theorem transfer_congr {a b : ℤ} {q : ℕ}
    (h : ∀ j : ℕ, j < q → V (a + j + 1) = V (b + j + 1)) :
    transfer V E a q = transfer V E b q := by
  induction q with
  | zero => rfl
  | succ q ih =>
    simp only [transfer]
    rw [h q (by omega), ih (fun j hj => h j (by omega))]
```

Equal potentials, site by site, give equal products. This lemma lets the three blocks share one matrix.

## The bound from three blocks

```lean
/-- Cayley-Hamilton for a two by two matrix of determinant one, applied to a vector. -/
theorem cayley_hamilton_apply (M : Matrix (Fin 2) (Fin 2) ℂ) (h : M.det = 1)
    (x : Fin 2 → ℂ) : M *ᵥ (M *ᵥ x) = M.trace • (M *ᵥ x) - x := by
  rw [Matrix.det_fin_two] at h
  ext i
  fin_cases i
  · simp [Matrix.mulVec, dotProduct, Fin.sum_univ_two, Matrix.trace_fin_two]
    linear_combination (-x 0) * h
  · simp [Matrix.mulVec, dotProduct, Fin.sum_univ_two, Matrix.trace_fin_two]
    linear_combination (-x 1) * h
```

Cayley-Hamilton is needed only as applied to a vector $x$, so it is checked in both components. In each, the difference between the two sides is a multiple of $\det M-1$.

```lean
/-- Three-block estimate: if the potential repeats thrice with block length `q`, the amplitudes
of a solution at the origin are bounded by those at `q`, `2q` and `-q` (in the maximum norm). -/
theorem three_block_bound (hu : IsSolution V E u) {q : ℕ} (h : RepeatsThrice V q) :
    ‖state u 0‖ ≤ ‖state u q‖ + max ‖state u (2 * q)‖ ‖state u (-q)‖ := by
  -- the three blocks share one transfer matrix
  have c1 : transfer V E q q = transfer V E 0 q := transfer_congr fun j hj => by
    rw [show (q : ℤ) + j + 1 = j + 1 + q by ring, show (0 : ℤ) + j + 1 = j + 1 by ring]
    exact (h (j + 1) (by omega) (by omega)).1
  have c2 : transfer V E (-q) q = transfer V E 0 q := transfer_congr fun j hj => by
    rw [show -(q : ℤ) + j + 1 = j + 1 - q by ring, show (0 : ℤ) + j + 1 = j + 1 by ring]
    exact (h (j + 1) (by omega) (by omega)).2
  have e0 := state_transfer hu 0 q
  have e1 := state_transfer hu q q
  have e2 := state_transfer hu (-q) q
  rw [zero_add] at e0
  rw [c1, ← two_mul] at e1
  rw [c2, neg_add_cancel] at e2
  -- Cayley-Hamilton links three consecutive block ends
  have A := cayley_hamilton_apply _ (det_transfer (V := V) (E := E) 0 q) (state u 0)
  have B := cayley_hamilton_apply _ (det_transfer (V := V) (E := E) 0 q) (state u (-q))
  rw [← e0, ← e1] at A
  rw [← e2, ← e0] at B
  generalize (transfer V E 0 q).trace = t at A B
  rcases le_total ‖t‖ 1 with ht | ht
  · -- small trace: look to the right
    have e : state u 0 = t • state u q - state u (2 * q) := by
      rw [A, sub_sub_cancel]
    calc ‖state u 0‖ = ‖t • state u q - state u (2 * q)‖ := congrArg norm e
      _ ≤ ‖t • state u q‖ + ‖state u (2 * q)‖ := norm_sub_le _ _
      _ ≤ _ := by
        rw [norm_smul]
        exact add_le_add (mul_le_of_le_one_left (norm_nonneg _) ht) (le_max_left _ _)
  · -- large trace: look to both sides
    calc ‖state u 0‖ ≤ ‖t‖ * ‖state u 0‖ := le_mul_of_one_le_left (norm_nonneg _) ht
      _ = ‖state u q + state u (-q)‖ := by rw [← norm_smul, B, sub_add_cancel]
      _ ≤ ‖state u q‖ + ‖state u (-q)‖ := norm_add_le _ _
      _ ≤ _ := add_le_add le_rfl (le_max_right _ _)
```

The norm on `Fin 2 → ℂ` is the larger of the two moduli. The equalities `c1` and `c2` identify the right and left blocks with the central one, and `e0`, `e1`, `e2` are the three transfer relations. `A` and `B` become the two Cayley-Hamilton relations, and the case split on `‖t‖` is the one made above. The bound holds for any solution, decaying or not.

## From the origin to the whole chain

```lean
/-- A solution whose amplitudes vanish on the sites `0` and `1` vanishes on the whole chain. -/
theorem eq_zero_of_state (hu : IsSolution V E u) (h0 : state u 0 = 0) : ∀ n, u n = 0 := by
  have a1 : u 1 = 0 := by simpa [state] using congrFun h0 0
  have a0 : u 0 = 0 := by simpa [state] using congrFun h0 1
  have up : ∀ n : ℕ, u n = 0 ∧ u (n + 1) = 0 := by
    intro n
    induction n with
    | zero => simp [a0, a1]
    | succ n ih =>
      have h := hu (n + 1)
      rw [add_sub_cancel_right, ih.1, ih.2] at h
      push_cast
      exact ⟨ih.2, by simpa using h⟩
  have down : ∀ n : ℕ, u (-n) = 0 ∧ u (-n + 1) = 0 := by
    intro n
    induction n with
    | zero => simp [a0, a1]
    | succ n ih =>
      have h := hu (-n)
      rw [ih.1, ih.2] at h
      rw [show -((n + 1 : ℕ) : ℤ) = -n - 1 by push_cast; ring, sub_add_cancel]
      exact ⟨by simpa using h, ih.1⟩
  intro n
  obtain ⟨m, rfl | rfl⟩ := n.eq_nat_or_neg
  · exact (up m).1
  · exact (down m).1
```

Two inductions, `up` and `down`, carry a pair of neighbouring zeros to the right and to the left.

```lean
/-- **Gordon theorem**: for a Gordon potential, a solution of the tight-binding equation that
tends to zero at both ends of the chain is identically zero. -/
theorem gordon (hV : IsGordon V) (hu : IsSolution V E u)
    (hR : Tendsto u atTop (𝓝 0)) (hL : Tendsto u atBot (𝓝 0)) : ∀ n, u n = 0 := by
  obtain ⟨q, hq, hrep⟩ := hV
  have lim : ∀ l : Filter ℤ, Tendsto u l (𝓝 0) → Tendsto (fun n => u (n + 1)) l (𝓝 0) →
      Tendsto (fun n => ‖state u n‖) l (𝓝 0) := by
    intro l h h1
    have hs : Tendsto (state u) l (𝓝 0) := by
      rw [tendsto_pi_nhds]
      intro i
      fin_cases i
      · simpa [state] using h1
      · simpa [state] using h
    simpa using hs.norm
  have sR := lim atTop hR (hR.comp (tendsto_atTop_add_const_right atTop 1 tendsto_id))
  have sL := lim atBot hL (hL.comp (tendsto_atBot_add_const_right atBot 1 tendsto_id))
  have q1 : Tendsto (fun k => (q k : ℤ)) atTop atTop := tendsto_natCast_atTop_atTop.comp hq
  have q2 : Tendsto (fun k => 2 * (q k : ℤ)) atTop atTop :=
    tendsto_atTop_mono (fun k => by omega) q1
  have q3 : Tendsto (fun k => -(q k : ℤ)) atTop atBot := tendsto_neg_atTop_atBot.comp q1
  -- the three-block bound squeezes the amplitudes at the origin
  have key := ge_of_tendsto' ((sR.comp q1).add ((sR.comp q2).max (sL.comp q3)))
    (fun k => three_block_bound hu (hrep k))
  apply eq_zero_of_state hu
  rw [← norm_le_zero_iff]
  simpa using key
```

The hypotheses `hR` and `hL` are decay at the right and left ends. The auxiliary statement `lim` turns decay of $u_n$ into decay of $\|\Phi_n\|$, which is then evaluated along $q_k$, $2q_k$ and $-q_k$. In `key`, a constant bounded by a sequence is bounded by the limit of that sequence, here zero.

## Bound states and periodic chains

```lean
/-- A chain with a Gordon potential has no bound states: every square-summable solution is
identically zero. -/
theorem no_bound_state (hV : IsGordon V) (hu : IsSolution V E u)
    (hs : Summable fun n => ‖u n‖ ^ 2) : ∀ n, u n = 0 := by
  have h : Tendsto u cofinite (𝓝 0) := by
    rw [tendsto_zero_iff_norm_tendsto_zero]
    simpa [Real.sqrt_sq] using hs.tendsto_cofinite_zero.sqrt
  rw [Int.cofinite_eq, tendsto_sup] at h
  exact gordon hV hu h.2 h.1
```

A bound state is a nonzero solution with $\sum_n|u_n|^2<\infty$. The terms of a convergent sum over $\mathbb Z$ tend to zero in both directions, so the theorem applies.

The chain is infinite, and the conclusion does not carry over to a finite sample: there every eigenvector is normalisable, and states may sit at the ends. Nor does the absence of bound states by itself settle how well the chain conducts.

```lean
/-- Every potential with a positive period `p` is a Gordon potential. -/
theorem isGordon_of_periodic {p : ℕ} (hp : 0 < p) (h : Function.Periodic V (p : ℤ)) :
    IsGordon V := by
  refine ⟨fun k => (k + 1) * p, tendsto_atTop_mono (fun k => ?_) tendsto_id, ?_⟩
  · calc k ≤ (k + 1) * 1 := by omega
      _ ≤ (k + 1) * p := Nat.mul_le_mul_left _ hp
  · intro k n _ _
    simp only [Nat.cast_mul]
    exact ⟨h.nat_mul (k + 1) n, (h.nat_mul (k + 1)).sub_eq n⟩
```

For a potential of period $p>0$ the block lengths $(k+1)p$ serve, since a shift by any multiple of $p$ leaves $V$ unchanged. The case $p=1$ is the uniform chain.

```lean
/-- Decay at one end does not suffice: on the free chain, which is Gordon, `u n = (1/2)^n`
is a solution at `E = 5/2` that tends to zero on the right and is nowhere zero. -/
theorem one_sided_decay :
    IsGordon (fun _ => 0) ∧ IsSolution (fun _ => 0) (5 / 2) (fun n => (1 / 2 : ℂ) ^ n) ∧
      Tendsto (fun n : ℤ => (1 / 2 : ℂ) ^ n) atTop (𝓝 0) ∧
      ∀ n : ℤ, (1 / 2 : ℂ) ^ n ≠ 0 := by
  have h2 : (1 / 2 : ℂ) ≠ 0 := by norm_num
  refine ⟨isGordon_of_periodic one_pos (fun _ => rfl), fun n => ?_, ?_,
    fun n => zpow_ne_zero n h2⟩
  · simp only [zpow_add₀ h2, zpow_sub₀ h2, zpow_one]
    ring
  · have hN : Tendsto Int.toNat atTop atTop :=
      tendsto_atTop.2 fun b => (eventually_ge_atTop (b : ℤ)).mono fun n hn => by omega
    have hpow : Tendsto (fun m : ℕ => (1 / 2 : ℂ) ^ m) atTop (𝓝 0) :=
      tendsto_pow_atTop_nhds_zero_of_norm_lt_one (by norm_num)
    refine (hpow.comp hN).congr' ?_
    filter_upwards [eventually_ge_atTop (0 : ℤ)] with n hn
    obtain ⟨m, rfl⟩ := Int.eq_ofNat_of_zero_le hn
    simp

end GordonChain
```

On the free chain, $u_n=2^{-n}$ solves the equation at $E=5/2$ because $\tfrac12+2=\tfrac52$. It tends to zero on the right and grows on the left, so decay on the right alone does not force a solution to vanish. Most of the Lean proof passes from integer powers to natural-number powers, for which the limit is available in Mathlib.

```lean
#print axioms GordonChain.three_block_bound
-- 'GordonChain.three_block_bound' depends on axioms: [propext, Classical.choice, Quot.sound]
#print axioms GordonChain.no_bound_state
-- 'GordonChain.no_bound_state' depends on axioms: [propext, Classical.choice, Quot.sound]
#print axioms GordonChain.one_sided_decay
-- 'GordonChain.one_sided_decay' depends on axioms: [propext, Classical.choice, Quot.sound]
```
